# Rescaling the Fermi momentum removes the gradient from the leading short-range GGA exchange at large screening

Many range-separated functionals split the Coulomb repulsion between electrons into a long-range part and a short-range part $\mathrm{erfc}(wr)/r$, where $r$ is the distance and $w$ the screening parameter. A semilocal functional then treats all or part of the short-range exchange. In the uniform electron gas with Fermi momentum $k$, screening multiplies the exchange energy by an attenuation factor $A(a)$ with $a = w/(2k)$. A generalised gradient approximation (GGA) also multiplies it by an enhancement factor $F$, which carries the dependence on the density gradient.

One way to combine the two is to let $F$ act on the Fermi momentum as well, replacing $k$ by $k/\sqrt F$ inside $A$. The gradient then enters twice, once as a prefactor and once through the screening. What is left of it when $w$ is large and the short-range part acts only between electrons very close together?

```lean
import Mathlib

open Filter Topology

namespace RescaledFermiMomentumGGA

noncomputable section
```

The attenuation comes from a momentum-space integral. Two Fermi spheres displaced by a momentum $q = 2kx$ overlap in the fraction

$$p(x) = 1 - \tfrac{3x}{2} + \tfrac{x^3}{2}, \qquad 0\le x\le 1,$$

of their volume. This is the weight `holeWeight`.

```lean
/-- The polynomial weight `1 - 3x/2 + x³/2` in the attenuation integral. -/
def holeWeight (x : ℝ) : ℝ := 1 - 3 * x / 2 + x ^ 3 / 2
```

The short-range interaction has the Fourier transform $4\pi\,(1-e^{-q^2/(4w^2)})/q^2$. The volume element cancels the $1/q^2$, and normalising to the unscreened gas gives

$$A(a) = \frac83\int_0^1 p(x)\left(1-e^{-x^2/(4a^2)}\right)dx .$$

The file takes this formula as the definition of `attenuation` and does not derive it from the electron gas. It is meant for $a\neq0$: at $a=0$ Lean's division by zero would give $0$ instead of the unscreened value $1$.

```lean
/-- The short-range exchange attenuation `A(a)` at reduced screening parameter `a ≠ 0`. -/
def attenuation (a : ℝ) : ℝ :=
  8 / 3 * ∫ x in (0 : ℝ)..1, holeWeight x * (1 - Real.exp (-x ^ 2 / (4 * a ^ 2)))
```

The short-range enhancement with rescaled Fermi momentum is $F\,A\big(w\sqrt F/(2k)\big)$, called `rescaledEnhancement w k F`. It multiplies the unscreened exchange energy density of the uniform gas at one point in space. The arguments are real numbers, and no particular GGA is chosen: $F$ is simply the value of the enhancement factor.

```lean
/-- The short-range enhancement factor `F A(w √F / (2k))` of a GGA whose Fermi momentum `k`
is rescaled to `k / √F`; the domain is `w, k, F > 0`. -/
def rescaledEnhancement (w k F : ℝ) : ℝ :=
  F * attenuation (w * √F / (2 * k))
```

## (a) The sign of the weight

**Task.** Show that the weight is never negative for non-negative argument:

$$p(x)\ge 0\quad\text{for } x\ge 0 .$$

**Solution.** The polynomial has a double zero at $x=1$. Expanding confirms the factorisation

$$(1-x)^2\left(1+\tfrac x2\right) = 1-2x+x^2+\tfrac x2-x^2+\tfrac{x^3}{2} = p(x),$$

and both factors on the left are non-negative for $x\ge0$. In Lean, `ring` verifies the factorisation and `positivity` reads off the sign.

```lean
/-- The weight is nonnegative for `0 ≤ x`. -/
theorem holeWeight_nonneg {x : ℝ} (hx : 0 ≤ x) : 0 ≤ holeWeight x := by
  have h : holeWeight x = (1 - x) ^ 2 * (1 + x / 2) := by
    unfold holeWeight
    ring
  rw [h]
  positivity
```

## (b) Two bounds on the screened exponential

**Task.** Enclose $1-e^{-t}$ between two polynomials:

$$t-\tfrac{t^2}{2}\;\le\;1-e^{-t}\;\le\;t\quad\text{for } t\ge0 .$$

**Solution.** The upper bound is $e^{-t}\ge 1-t$ rearranged. For the lower bound, let $P = 1+t+t^2/2$. The exponential series gives $e^t\ge P$, so $e^{-t}P\le e^{-t}e^t = 1$. On the other hand,

$$\left(1-t+\tfrac{t^2}{2}\right)P = \left(1+\tfrac{t^2}{2}\right)^2-t^2 = 1+\tfrac{t^4}{4}\ge 1 .$$

Hence $e^{-t}P\le(1-t+t^2/2)P$. Dividing by $P>0$ gives $e^{-t}\le 1-t+t^2/2$, which is the lower bound.

The proof follows the same route: `hq` is the bound $e^t\ge P$, `h2` is the product of the two quadratics, and `h4` is the result of the division.

```lean
/-- For `t ≥ 0`, the function `1 - exp(-t)` lies between `t - t²/2` and `t`. -/
theorem one_sub_exp_bounds {t : ℝ} (ht : 0 ≤ t) :
    t - t ^ 2 / 2 ≤ 1 - Real.exp (-t) ∧ 1 - Real.exp (-t) ≤ t := by
  constructor
  · have hq := Real.quadratic_le_exp_of_nonneg ht
    have hP : 0 < 1 + t + t ^ 2 / 2 := by positivity
    have hE : Real.exp (-t) * Real.exp t = 1 := by
      rw [← Real.exp_add, neg_add_cancel, Real.exp_zero]
    have h1 := mul_le_mul_of_nonneg_left hq (Real.exp_pos (-t)).le
    -- the product of the two quadratics is `1 + t⁴/4`
    have h2 : (1 - t + t ^ 2 / 2) * (1 + t + t ^ 2 / 2) = 1 + t ^ 4 / 4 := by ring
    have h3 : 0 ≤ t ^ 4 / 4 := by positivity
    have h4 : Real.exp (-t) ≤ 1 - t + t ^ 2 / 2 :=
      le_of_mul_le_mul_right (by linarith) hP
    linarith
  · have h := Real.add_one_le_exp (-t)
    linarith
```

## (c) Moments of the weight

**Task.** For arbitrary real $c$ and $d$, show that

$$\int_0^1 p(x)\,(c\,x^2-d\,x^4)\,dx = \frac{c}{24}-\frac{d}{80} .$$

**Solution.** Integrate term by term:

$$\int_0^1 p\,x^2\,dx = \frac13-\frac38+\frac1{12} = \frac1{24},\qquad
\int_0^1 p\,x^4\,dx = \frac15-\frac14+\frac1{16} = \frac1{80} .$$

Lean is given the antiderivative of the whole combination. The statement `hd` checks its derivative, and the fundamental theorem of calculus evaluates the integral from the endpoint values.

```lean
/-- The second and fourth moments of the weight over `[0,1]` are `1/24` and `1/80`,
stated for an arbitrary combination `c x² - d x⁴`. -/
theorem holeWeight_moments (c d : ℝ) :
    ∫ x in (0 : ℝ)..1, holeWeight x * (c * x ^ 2 - d * x ^ 4) = c / 24 - d / 80 := by
  have hd : ∀ x : ℝ, HasDerivAt
      (fun y : ℝ => c / 3 * y ^ 3 - 3 * c / 8 * y ^ 4 - d / 5 * y ^ 5
        + (c / 12 + d / 4) * y ^ 6 - d / 16 * y ^ 8)
      (holeWeight x * (c * x ^ 2 - d * x ^ 4)) x := by
    intro x
    refine HasDerivAt.congr_deriv
      ((((((hasDerivAt_pow 3 x).const_mul (c / 3)).fun_sub
        ((hasDerivAt_pow 4 x).const_mul (3 * c / 8))).fun_sub
        ((hasDerivAt_pow 5 x).const_mul (d / 5))).fun_add
        ((hasDerivAt_pow 6 x).const_mul (c / 12 + d / 4))).fun_sub
        ((hasDerivAt_pow 8 x).const_mul (d / 16))) ?_
    simp only [holeWeight, Nat.reduceSub, Nat.cast_ofNat]
    ring
  rw [intervalIntegral.integral_eq_sub_of_hasDerivAt (fun x _ => hd x)
    (Continuous.intervalIntegrable (by unfold holeWeight; fun_prop) _ _)]
  ring
```

## (d) The attenuation at strong screening

**Task.** Show that for every $a\ne0$

$$1-\frac{3}{80a^2}\;\le\;36a^2A(a)\;\le\;1 .$$

**Solution.** Put $c = 1/(4a^2)$ and use (b) with $t = cx^2$. By (a), multiplying by $p(x)$ preserves the inequalities on $[0,1]$:

$$p(x)\left(cx^2-\tfrac{c^2}{2}x^4\right)\le p(x)\left(1-e^{-cx^2}\right)\le p(x)\,c\,x^2 .$$

Integrating with the moments from (c) gives

$$\frac{c}{24}-\frac{c^2}{160}\;\le\;\int_0^1p(x)\left(1-e^{-cx^2}\right)dx\;\le\;\frac{c}{24} .$$

Now multiply by $36a^2\cdot\frac83 = 96a^2$. Since $4a^2c=1$, the term $c/24$ becomes $1$ and the term $c^2/160$ becomes $3c/20 = 3/(80a^2)$.

In the code, `hu` and `hl` are the integrated upper and lower bounds. They use (c) with $d=0$ and $d=c^2/2$ respectively.

```lean
/-- For `a ≠ 0`, the quantity `36 a² A(a)` lies between `1 - 3/(80a²)` and `1`. -/
theorem attenuation_bounds {a : ℝ} (ha : a ≠ 0) :
    1 - 3 / (80 * a ^ 2) ≤ 36 * a ^ 2 * attenuation a ∧
      36 * a ^ 2 * attenuation a ≤ 1 := by
  obtain ⟨c, hc⟩ : ∃ c : ℝ, c = 1 / (4 * a ^ 2) := ⟨_, rfl⟩
  have hc0 : 0 ≤ c := by rw [hc]; positivity
  have hca : 4 * a ^ 2 * c = 1 := by
    rw [hc]
    exact mul_one_div_cancel (by positivity)
  have h3 : 3 / (80 * a ^ 2) = 3 * c / 20 := by rw [hc]; ring
  have he : ∀ x : ℝ, -x ^ 2 / (4 * a ^ 2) = -(c * x ^ 2) := by
    intro x
    rw [hc]
    ring
  unfold attenuation
  simp only [he]
  have hi : IntervalIntegrable (fun x : ℝ => holeWeight x * (1 - Real.exp (-(c * x ^ 2))))
      MeasureTheory.volume 0 1 :=
    Continuous.intervalIntegrable (by unfold holeWeight; fun_prop) _ _
  have hp : ∀ d : ℝ, IntervalIntegrable
      (fun x : ℝ => holeWeight x * (c * x ^ 2 - d * x ^ 4)) MeasureTheory.volume 0 1 :=
    fun d => Continuous.intervalIntegrable (by unfold holeWeight; fun_prop) _ _
  -- integrate the two pointwise bounds against the nonnegative weight
  have hu := intervalIntegral.integral_mono_on zero_le_one hi (hp 0) (fun x hx => by
    have hb := (one_sub_exp_bounds (mul_nonneg hc0 (sq_nonneg x))).2
    exact mul_le_mul_of_nonneg_left (by linarith) (holeWeight_nonneg hx.1))
  have hl := intervalIntegral.integral_mono_on zero_le_one (hp (c ^ 2 / 2)) hi (fun x hx => by
    have hb := (one_sub_exp_bounds (mul_nonneg hc0 (sq_nonneg x))).1
    exact mul_le_mul_of_nonneg_left (by linarith) (holeWeight_nonneg hx.1))
  rw [holeWeight_moments] at hu hl
  have hpos : 0 ≤ 96 * a ^ 2 := by positivity
  have hu' := mul_le_mul_of_nonneg_left hu hpos
  have hl' := mul_le_mul_of_nonneg_left hl hpos
  have e : 96 * a ^ 2 * (c / 24 - c ^ 2 / 2 / 80) = 1 - 3 * c / 20 := by
    linear_combination (1 - 3 * c / 20) * hca
  rw [h3]
  constructor <;> linarith
```

## (e) The enhancement at finite screening

**Task.** For $w,k,F>0$, insert the rescaled argument and show that

$$\frac{k^2}{9}-\frac{k^4}{60\,w^2F}\;\le\;w^2F\,A\!\left(\frac{w\sqrt F}{2k}\right)\;\le\;\frac{k^2}{9} .$$

**Solution.** With $a = w\sqrt F/(2k)$ we have $a^2 = w^2F/(4k^2)$, so $36a^2 = 9w^2F/k^2$ and

$$w^2F\,A(a) = \frac{k^2}{9}\cdot 36a^2A(a) .$$

The prefactor $F$ has been absorbed by the $F$ inside $a^2$. Multiplying the bounds of (d) by $k^2/9$ gives the upper bound at once. The deficit in the lower bound is

$$\frac{k^2}{9}\cdot\frac{3}{80}\cdot\frac{4k^2}{w^2F} = \frac{k^4}{60\,w^2F} .$$

The Lean identities `e` and `e2` are these two computations. The value of the attenuation is treated as a plain number `A`, because only its bounds matter here.

```lean
/-- For `w, k, F > 0`, the scaled enhancement `w² F A(w √F / (2k))` is at most `k²/9` and
falls short of it by at most `k⁴/(60 w² F)`. -/
theorem rescaledEnhancement_bounds {w k F : ℝ} (hw : 0 < w) (hk : 0 < k) (hF : 0 < F) :
    k ^ 2 / 9 - k ^ 4 / (60 * w ^ 2 * F) ≤ w ^ 2 * rescaledEnhancement w k F ∧
      w ^ 2 * rescaledEnhancement w k F ≤ k ^ 2 / 9 := by
  have ha : w * √F / (2 * k) ≠ 0 := by positivity
  have ha2 : (w * √F / (2 * k)) ^ 2 = w ^ 2 * F / (4 * k ^ 2) := by
    rw [div_pow, mul_pow, Real.sq_sqrt hF.le]
    ring
  obtain ⟨h1, h2⟩ := attenuation_bounds ha
  rw [ha2] at h1 h2
  unfold rescaledEnhancement
  generalize attenuation (w * √F / (2 * k)) = A at h1 h2 ⊢
  have hk1 : k ^ 2 * (k ^ 2)⁻¹ = 1 := mul_inv_cancel₀ (by positivity)
  -- the factor `F` cancels against the rescaled argument
  have e : w ^ 2 * (F * A) = k ^ 2 / 9 * (36 * (w ^ 2 * F / (4 * k ^ 2)) * A) := by
    linear_combination (-(w ^ 2 * F * A)) * hk1
  have e2 : k ^ 2 / 9 * (1 - 3 / (80 * (w ^ 2 * F / (4 * k ^ 2))))
      = k ^ 2 / 9 - k ^ 4 / (60 * w ^ 2 * F) := by
    rw [mul_div_assoc', div_div_eq_mul_div]
    ring
  have hk9 : 0 ≤ k ^ 2 / 9 := by positivity
  have h1' := mul_le_mul_of_nonneg_left h1 hk9
  have h2' := mul_le_mul_of_nonneg_left h2 hk9
  rw [e2, ← e] at h1'
  rw [← e, mul_one] at h2'
  exact ⟨h1', h2'⟩
```

## (f) A whole family of gradients at once

**Task.** Let $F(s)$ be a family of enhancement factors at the same $k>0$, with $F(s)\ge c$ for some constant $c>0$. Show that

$$w^2F(s)\,A\!\left(\frac{w\sqrt{F(s)}}{2k}\right)\;\longrightarrow\;\frac{k^2}{9}\quad\text{as } w\to\infty,\ \text{uniformly in } s .$$

**Solution.** By (e), the distance from the limit is at most

$$\frac{k^4}{60\,w^2F(s)}\le\frac{k^4}{60\,c\,w^2} .$$

The right-hand side does not contain $s$ and tends to zero. Given $\varepsilon>0$, every $w>0$ with $w^2>k^4/(60c\varepsilon)$ brings all members of the family within $\varepsilon$ of the limit.

The label $s$ can be the reduced density gradient, but the type `ι` allows any set of labels. The lower bound `hF` says that no gradient switches the exchange off or brings it arbitrarily close to zero. An enhancement factor that never falls below its uniform-gas value satisfies it with $c=1$. In Lean, `TendstoUniformly` is the uniform limit, `hlim` sends the $s$-independent error to zero, and `hb` replaces $F(s)$ by its lower bound.

The gradient dependence is lost at leading order: the short-range enhancement itself decays like $k^2/(9w^2)$, whatever the gradient. The statement compares different gradients at one fixed density and says nothing about energies integrated over a molecule.

```lean
/-- Loss of gradient dependence: if the enhancement factors `F s` are bounded below by some
`c > 0` and `k > 0`, then `w² F(s) A(w √F(s) / (2k))` tends to `k²/9` as `w → ∞`,
uniformly in `s`. -/
theorem gradient_dependence_lost {ι : Type*} {k c : ℝ} (hk : 0 < k) (hc : 0 < c)
    (F : ι → ℝ) (hF : ∀ s, c ≤ F s) :
    TendstoUniformly (fun (w : ℝ) (s : ι) => w ^ 2 * rescaledEnhancement w k (F s))
      (fun _ => k ^ 2 / 9) atTop := by
  have h0 := ((tendsto_inv_atTop_zero (𝕜 := ℝ)).comp
    (tendsto_pow_atTop (α := ℝ) two_ne_zero)).const_mul (k ^ 4 / (60 * c))
  rw [mul_zero] at h0
  have hlim : Tendsto (fun w : ℝ => k ^ 4 / (60 * c) * (w ^ 2)⁻¹) atTop (𝓝 0) := h0
  rw [Metric.tendstoUniformly_iff]
  intro ε hε
  filter_upwards [hlim.eventually_lt_const hε, eventually_gt_atTop 0] with w hw hw0 s
  have hs := hF s
  obtain ⟨hl, hu⟩ := rescaledEnhancement_bounds hw0 hk (hc.trans_le hs)
  -- replacing `F s` by its lower bound `c` can only increase the error bound
  have hb : k ^ 4 / (60 * w ^ 2 * F s) ≤ k ^ 4 / (60 * w ^ 2 * c) := by gcongr
  have heq : k ^ 4 / (60 * w ^ 2 * c) = k ^ 4 / (60 * c) * (w ^ 2)⁻¹ := by ring
  show dist (k ^ 2 / 9) (w ^ 2 * rescaledEnhancement w k (F s)) < ε
  rw [Real.dist_eq, abs_of_nonneg (by linarith)]
  linarith
```

## (g) A single enhancement factor

**Task.** Deduce that for fixed $k,F>0$

$$\lim_{w\to\infty}w^2F\,A\!\left(\frac{w\sqrt F}{2k}\right) = \frac{k^2}{9} .$$

**Solution.** Apply (f) to a family with one member, taking $c=F$. Uniform convergence over a single label is ordinary convergence. Lean uses the one-element type `Unit` as the label set, and `tendsto_at` extracts the limit. The statement writes the enhancement out in terms of `attenuation`, so it can be read without the abbreviation.

```lean
/-- For `k, F > 0`, `w² F A(w √F / (2k))` tends to `k²/9` as `w → ∞`. -/
theorem rescaledEnhancement_limit {k F : ℝ} (hk : 0 < k) (hF : 0 < F) :
    Tendsto (fun w : ℝ => w ^ 2 * (F * attenuation (w * √F / (2 * k)))) atTop
      (𝓝 (k ^ 2 / 9)) :=
  (gradient_dependence_lost hk hF (fun _ : Unit => F) (fun _ => le_rfl)).tendsto_at ()
```

## (h) The same limit without rescaling

**Task.** Keep the prefactor $F$ but leave the Fermi momentum inside $A$ unchanged. Show that for $k>0$ and any real $F$

$$\lim_{w\to\infty}w^2F\,A\!\left(\frac{w}{2k}\right) = F\,\frac{k^2}{9} .$$

**Solution.** Setting the enhancement factor in (g) to one gives $w^2A(w/(2k))\to k^2/9$. Multiplying by the constant $F$ gives the result. The Lean proof does the same with `const_mul F`, and then simplifies $\sqrt1$.

The two limits differ by exactly the factor $F$. For range-separated functionals that use this uniform-gas attenuation, the choice of Fermi momentum inside $A$ therefore decides whether the gradient correction survives in the leading short-range exchange energy density at large $w$.

```lean
/-- Without rescaling of the Fermi momentum `k > 0`, the enhancement factor survives:
`w² F A(w / (2k))` tends to `F k²/9` as `w → ∞`. -/
theorem unrescaled_limit {k : ℝ} (hk : 0 < k) (F : ℝ) :
    Tendsto (fun w : ℝ => w ^ 2 * (F * attenuation (w / (2 * k)))) atTop
      (𝓝 (F * (k ^ 2 / 9))) := by
  have h := (rescaledEnhancement_limit hk one_pos).const_mul F
  refine h.congr (fun w => ?_)
  rw [Real.sqrt_one, mul_one]
  ring

end

end RescaledFermiMomentumGGA
```

```lean
#print axioms RescaledFermiMomentumGGA.unrescaled_limit
-- 'RescaledFermiMomentumGGA.unrescaled_limit' depends on axioms: [propext, Classical.choice, Quot.sound]
```
